# Uniformly bounded rounding errors in the Chebyshev recurrence accumulate at most quadratically for a symmetric matrix with spectrum in [−1, 1]

Let H be a real symmetric matrix with all eigenvalues in [−1, 1], and let T_n be the Chebyshev polynomials of the first kind. If the first product Hv is exact and each later step of the recurrence for T_n(H)v commits an error of norm at most ε, the nth computed vector is off by at most ε n(n−1)/2. When H is the identity, a constant error vector of norm ε attains the bound for every n.

## Where the recurrence is used

Chebyshev expansions approximate functions of a Hamiltonian, such as spectral densities or density matrices, through repeated matrix-vector products. The Hamiltonian is first shifted and scaled so that its spectrum fits in [−1, 1]. For a finite real symmetric H, the result bounds the error that rounding in the recurrence steps, after an exact first product Hv, passes on to a vector Σ_n c_n T_n(H)v.

The computed vectors w_n satisfy

w_0 = v, w_1 = Hv,

w_(n+2) = 2H w_(n+1) − w_n + f_(n+1).

The vector f_k collects the rounding of one product and the vector additions, with ‖f_k‖ ≤ ε for k ≥ 1. This is an absolute bound; since floating-point errors scale with the vectors involved, ε has to cover the largest error made in any step of the run.

## The error as a sum of propagated kicks

Let U_m be the Chebyshev polynomials of the second kind, with U_(−1) = 0 and U_0 = 1. The error e_n = w_n − T_n(H)v is

e_n = Σ_(k=1..n−1) U_(n−1−k)(H) f_k.

Both e_0 and e_1 vanish, as do the empty sums. Subtracting the exact recurrence gives

e_(n+2) = 2H e_(n+1) − e_n + f_(n+1).

Insert the formula for e_(n+1) and e_n. For n ≥ 1 the sum for e_n may be extended to k = n, because U_(−1) = 0; for n = 0 both sums are empty. Since

U_(n+1−k)(H) = 2H U_(n−k)(H) − U_(n−1−k)(H),

the sums combine into Σ_(k=1..n) U_(n+1−k)(H) f_k, and f_(n+1) = U_0(H) f_(n+1) supplies the last term.

## From the formula to the bound

For x = cos θ we have |T_m(x)| = |cos mθ| ≤ 1. The identity

U_(m+1)(x) = x U_m(x) + T_(m+1)(x)

then gives |U_m(x)| ≤ m+1 by induction. In an orthonormal eigenbasis u_i of H with eigenvalues μ_i,

‖U_m(H)y‖² = Σ_i U_m(μ_i)² ⟨u_i, y⟩² ≤ (m+1)² ‖y‖².

With m = n−1−k, the triangle inequality yields

‖e_n‖ ≤ Σ_(k=1..n−1) (n−k) ε = ε n(n−1)/2.

For a series with real coefficients c_n, multiplying by |c_n| and summing bounds the accumulated error by ε Σ_n |c_n| n(n−1)/2.

The first nonzero case is n = 2: the error is f_1 itself, and the bound is ε. For H = 1 and f_k = g, the run w_n = v + (n(n−1)/2) g has error norm ‖g‖ n(n−1)/2, which is equality with ε = ‖g‖.

## The statement in Lean

`E` is a real inner product space and `H` a linear map on it. `IsPerturbedRun` records the recurrence; `f 0` is never used. `chebT` and `chebU` take integer indices, so U_(−1) is available. `error_formula` needs neither symmetry nor finite dimension. `rounding_stability` adds both, together with the eigenvalue condition `hspec` and the error bound `hf`.

The first product Hv is taken as exact. `series_stability` has the same hypotheses as `rounding_stability`; in it, `range N` means n = 0, …, N−1; truncation error and rounding in the final summation are not included. Complex Hermitian matrices are not treated.

```lean
import Mathlib

open Finset

namespace ChebyshevRounding

variable {E : Type*} [NormedAddCommGroup E] [InnerProductSpace ℝ E]

/-- The Chebyshev polynomial of the first kind evaluated at the operator `H`. -/
noncomputable def chebT (H : E →ₗ[ℝ] E) (m : ℤ) : E →ₗ[ℝ] E :=
  Polynomial.aeval H (Polynomial.Chebyshev.T ℝ m)

/-- The Chebyshev polynomial of the second kind evaluated at the operator `H`. -/
noncomputable def chebU (H : E →ₗ[ℝ] E) (m : ℤ) : E →ₗ[ℝ] E :=
  Polynomial.aeval H (Polynomial.Chebyshev.U ℝ m)

/-- The vectors `w n` are produced from `v` by the Chebyshev recurrence for `H`, with a
rounding error `f (n + 1)` committed in the step that produces `w (n + 2)`. -/
structure IsPerturbedRun (H : E →ₗ[ℝ] E) (v : E) (f w : ℕ → E) : Prop where
  start : w 0 = v
  first : w 1 = H v
  step : ∀ n, w (n + 2) = (2 : ℝ) • H (w (n + 1)) - w n + f (n + 1)

/-- The exact Chebyshev vectors obey the three-term recurrence. -/
theorem chebT_step (H : E →ₗ[ℝ] E) (m : ℤ) (x : E) :
    chebT H (m + 2) x = (2 : ℝ) • H (chebT H (m + 1) x) - chebT H m x := by
  have h : Polynomial.Chebyshev.T ℝ (m + 2) =
      Polynomial.X * Polynomial.Chebyshev.T ℝ (m + 1)
        + Polynomial.X * Polynomial.Chebyshev.T ℝ (m + 1) - Polynomial.Chebyshev.T ℝ m := by
    rw [Polynomial.Chebyshev.T_add_two]; ring
  simp only [chebT, h, map_sub, map_add, map_mul, Polynomial.aeval_X, LinearMap.sub_apply,
    LinearMap.add_apply, Module.End.mul_apply, two_smul]

/-- The second-kind Chebyshev operators obey the same three-term recurrence. -/
theorem chebU_step (H : E →ₗ[ℝ] E) (m : ℤ) (x : E) :
    chebU H (m + 2) x = (2 : ℝ) • H (chebU H (m + 1) x) - chebU H m x := by
  have h : Polynomial.Chebyshev.U ℝ (m + 2) =
      Polynomial.X * Polynomial.Chebyshev.U ℝ (m + 1)
        + Polynomial.X * Polynomial.Chebyshev.U ℝ (m + 1) - Polynomial.Chebyshev.U ℝ m := by
    rw [Polynomial.Chebyshev.U_add_two]; ring
  simp only [chebU, h, map_sub, map_add, map_mul, Polynomial.aeval_X, LinearMap.sub_apply,
    LinearMap.add_apply, Module.End.mul_apply, two_smul]

/-- The accumulated error is the sum of the individual rounding errors, each propagated by
a second-kind Chebyshev polynomial of `H`. -/
theorem error_formula {H : E →ₗ[ℝ] E} {v : E} {f w : ℕ → E}
    (hw : IsPerturbedRun H v f w) (n : ℕ) :
    w n - chebT H n v = ∑ k ∈ Ico 1 n, chebU H ((n : ℤ) - 1 - k) (f k) := by
  induction n using Nat.twoStepInduction with
  | zero => simp [hw.start, chebT]
  | one => simp [hw.first, chebT]
  | more n ih0 ih1 =>
    -- since `U_(-1) = 0`, the sum for `n` may be extended by one term
    have hS : ∑ k ∈ Ico 1 n, chebU H ((n : ℤ) - 1 - k) (f k) =
        ∑ k ∈ Ico 1 (n + 1), chebU H ((n : ℤ) - 1 - k) (f k) := by
      rcases Nat.eq_zero_or_pos n with rfl | hn
      · simp
      · have h0 : chebU H (-1) (f n) = 0 := by simp [chebU]
        rw [Finset.sum_Ico_succ_top hn, show (n : ℤ) - 1 - n = -1 by ring, h0, add_zero]
    have hterm : ∀ k : ℕ, chebU H (((n + 2 : ℕ) : ℤ) - 1 - k) (f k) =
        (2 : ℝ) • H (chebU H (((n + 1 : ℕ) : ℤ) - 1 - k) (f k))
          - chebU H ((n : ℤ) - 1 - k) (f k) := by
      intro k
      rw [show ((n + 2 : ℕ) : ℤ) - 1 - k = (n : ℤ) - 1 - k + 2 by push_cast; ring,
        show ((n + 1 : ℕ) : ℤ) - 1 - k = (n : ℤ) - 1 - k + 1 by push_cast; ring]
      exact chebU_step H _ _
    -- the newest error enters with `U_0 = 1`
    have hlast : chebU H (((n + 2 : ℕ) : ℤ) - 1 - ((n + 1 : ℕ) : ℤ)) (f (n + 1)) = f (n + 1) := by
      rw [show ((n + 2 : ℕ) : ℤ) - 1 - ((n + 1 : ℕ) : ℤ) = 0 by push_cast; ring]
      simp [chebU]
    have hT : chebT H ((n + 2 : ℕ) : ℤ) v =
        (2 : ℝ) • H (chebT H ((n + 1 : ℕ) : ℤ) v) - chebT H n v := by
      push_cast
      exact chebT_step H n v
    have hsplit : ∑ k ∈ Ico 1 (n + 2), chebU H (((n + 2 : ℕ) : ℤ) - 1 - k) (f k) =
        ∑ k ∈ Ico 1 (n + 1), chebU H (((n + 2 : ℕ) : ℤ) - 1 - k) (f k)
          + chebU H (((n + 2 : ℕ) : ℤ) - 1 - ((n + 1 : ℕ) : ℤ)) (f (n + 1)) :=
      Finset.sum_Ico_succ_top (by omega) _
    rw [hsplit, hlast, Finset.sum_congr rfl (fun k _ => hterm k), Finset.sum_sub_distrib,
      ← Finset.smul_sum, ← map_sum H, ← hS, ← ih0, ← ih1, hw.step, hT, map_sub]
    module

/-- On the interval from -1 to 1 the second-kind polynomial of degree `m` is bounded
by `m + 1`. -/
theorem abs_U_le {x : ℝ} (hx : |x| ≤ 1) (m : ℕ) :
    |(Polynomial.Chebyshev.U ℝ m).eval x| ≤ m + 1 := by
  obtain ⟨θ, rfl⟩ : ∃ θ, Real.cos θ = x :=
    ⟨Real.arccos x, Real.cos_arccos (abs_le.1 hx).1 (abs_le.1 hx).2⟩
  induction m with
  | zero => simp
  | succ m ih =>
    have hT : |(Polynomial.Chebyshev.T ℝ ((m : ℤ) + 1)).eval (Real.cos θ)| ≤ 1 := by
      rw [Polynomial.Chebyshev.T_real_cos]
      exact Real.abs_cos_le_one _
    push_cast
    rw [Polynomial.Chebyshev.U_eq_X_mul_U_add_T, Polynomial.eval_add, Polynomial.eval_mul,
      Polynomial.eval_X]
    refine (abs_add_le _ _).trans ?_
    rw [abs_mul]
    have h := mul_le_mul hx ih (abs_nonneg _) zero_le_one
    linarith

/-- The component of `p(H) x` along an eigenvector of a symmetric `H` is that of `x`
multiplied by `p` at the eigenvalue. -/
theorem inner_aeval {H : E →ₗ[ℝ] E} (hH : H.IsSymmetric) {u : E} {μ : ℝ}
    (hu : H u = μ • u) (p : Polynomial ℝ) (x : E) :
    inner ℝ u (Polynomial.aeval H p x) = p.eval μ * inner ℝ u x := by
  have hpow : ∀ (n : ℕ) (y : E), inner ℝ u ((H ^ n) y) = μ ^ n * inner ℝ u y := by
    intro n
    induction n with
    | zero => intro y; simp
    | succ n ih =>
      intro y
      rw [pow_succ, Module.End.mul_apply, ih, ← hH u y, hu, real_inner_smul_left]
      ring
  induction p using Polynomial.induction_on' with
  | add p q hp hq =>
    rw [map_add, LinearMap.add_apply, inner_add_right, hp, hq, Polynomial.eval_add]
    ring
  | monomial n a =>
    rw [Polynomial.aeval_monomial, Module.End.mul_apply, Module.algebraMap_end_apply,
      real_inner_smul_right, hpow, Polynomial.eval_monomial]
    ring

/-- If `p` is bounded by `C` on the eigenvalues of a symmetric `H`, then `p(H)` stretches
no vector by more than `C`. -/
theorem norm_aeval_le [FiniteDimensional ℝ E] {H : E →ₗ[ℝ] E} (hH : H.IsSymmetric)
    (p : Polynomial ℝ) {C : ℝ} (hC : 0 ≤ C)
    (hp : ∀ μ, Module.End.HasEigenvalue H μ → |p.eval μ| ≤ C) (x : E) :
    ‖Polynomial.aeval H p x‖ ≤ C * ‖x‖ := by
  let b := hH.eigenvectorBasis rfl
  refine (sq_le_sq₀ (norm_nonneg _) (by positivity)).1 ?_
  -- compare the squared components in an orthonormal eigenbasis
  rw [mul_pow, ← b.sum_sq_norm_inner_right (Polynomial.aeval H p x),
    ← b.sum_sq_norm_inner_right x, Finset.mul_sum]
  refine Finset.sum_le_sum fun i _ => ?_
  have hi : H (b i) = (hH.eigenvalues rfl i) • b i := hH.apply_eigenvectorBasis rfl i
  have hev := hp _ (Module.End.hasEigenvalue_of_hasEigenvector
    ⟨Module.End.mem_eigenspace_iff.2 hi, b.orthonormal.ne_zero i⟩)
  rw [inner_aeval hH hi, norm_mul, mul_pow, Real.norm_eq_abs (Polynomial.eval _ p)]
  exact mul_le_mul_of_nonneg_right (pow_le_pow_left₀ (abs_nonneg _) hev 2) (sq_nonneg _)

/-- For symmetric `H` with spectrum between -1 and 1 and rounding errors of norm at most `ε`,
the error of the `n`-th computed Chebyshev vector is at most `ε n (n - 1) / 2`. -/
theorem rounding_stability [FiniteDimensional ℝ E] {H : E →ₗ[ℝ] E} (hH : H.IsSymmetric)
    (hspec : ∀ μ, Module.End.HasEigenvalue H μ → |μ| ≤ 1) {v : E} {f w : ℕ → E}
    (hw : IsPerturbedRun H v f w) {ε : ℝ} (hf : ∀ k, 1 ≤ k → ‖f k‖ ≤ ε) (n : ℕ) :
    ‖w n - chebT H n v‖ ≤ ε * ((n : ℝ) * (n - 1) / 2) := by
  have hsum : ∀ (a : ℝ) (m : ℕ),
      ∑ k ∈ Ico 1 (m + 1), (a - (k : ℝ)) = m * a - m * (m + 1) / 2 := by
    intro a m
    induction m with
    | zero => simp
    | succ m ih =>
      rw [Finset.sum_Ico_succ_top (by omega), ih]
      push_cast
      ring
  have hbound : ‖w n - chebT H n v‖ ≤ ∑ k ∈ Ico 1 n, ((n : ℝ) - k) * ε := by
    rw [error_formula hw]
    refine norm_sum_le_of_le _ fun k hk => ?_
    obtain ⟨hk1, hkn⟩ := Finset.mem_Ico.1 hk
    obtain ⟨m, rfl⟩ := Nat.exists_eq_add_of_le (Nat.succ_le_of_lt hkn)
    rw [show ((k.succ + m : ℕ) : ℤ) - 1 - k = (m : ℤ) by push_cast; ring,
      show ((k.succ + m : ℕ) : ℝ) - k = (m : ℝ) + 1 by push_cast; ring]
    exact (norm_aeval_le hH _ (by positivity) (fun μ hμ => abs_U_le (hspec μ hμ) m) _).trans
      (mul_le_mul_of_nonneg_left (hf k hk1) (by positivity))
  refine hbound.trans (le_of_eq ?_)
  rw [← Finset.sum_mul]
  cases n with
  | zero => simp
  | succ m =>
    rw [hsum]
    push_cast
    ring

/-- In a truncated Chebyshev series with coefficients `c n`, the errors `f k` made in the steps of
the recurrence contribute at most `ε` times the sum of `|c n| n (n - 1) / 2`. -/
theorem series_stability [FiniteDimensional ℝ E] {H : E →ₗ[ℝ] E} (hH : H.IsSymmetric)
    (hspec : ∀ μ, Module.End.HasEigenvalue H μ → |μ| ≤ 1) {v : E} {f w : ℕ → E}
    (hw : IsPerturbedRun H v f w) {ε : ℝ} (hf : ∀ k, 1 ≤ k → ‖f k‖ ≤ ε)
    (c : ℕ → ℝ) (N : ℕ) :
    ‖∑ n ∈ range N, c n • w n - ∑ n ∈ range N, c n • chebT H n v‖ ≤
      ε * ∑ n ∈ range N, |c n| * ((n : ℝ) * (n - 1) / 2) := by
  rw [← Finset.sum_sub_distrib, Finset.mul_sum]
  refine norm_sum_le_of_le _ fun n _ => ?_
  rw [← smul_sub, norm_smul, Real.norm_eq_abs]
  have h := mul_le_mul_of_nonneg_left (rounding_stability hH hspec hw hf n) (abs_nonneg (c n))
  linarith

/-- For the identity operator and a constant rounding error `g`, an explicit perturbed run
has error exactly `‖g‖ n (n - 1) / 2` at every step. -/
theorem bound_attained (v g : E) :
    IsPerturbedRun LinearMap.id v (fun _ => g)
        (fun n => v + ((n : ℝ) * (n - 1) / 2) • g) ∧
      ∀ n : ℕ, ‖v + ((n : ℝ) * (n - 1) / 2) • g - chebT LinearMap.id n v‖ =
        ‖g‖ * ((n : ℝ) * (n - 1) / 2) := by
  refine ⟨⟨by simp, by simp, fun n => ?_⟩, fun n => ?_⟩
  · simp only [LinearMap.id_apply]
    push_cast
    module
  · -- every first-kind polynomial equals one at the identity
    have hT : chebT LinearMap.id (n : ℤ) v = v := by
      induction n using Nat.twoStepInduction with
      | zero => simp [chebT]
      | one => simp [chebT]
      | more n ih0 ih1 =>
        push_cast at ih1 ⊢
        rw [chebT_step, ih0, ih1, LinearMap.id_apply]
        module
    have hn : 0 ≤ (n : ℝ) * (n - 1) / 2 := by
      cases n with
      | zero => simp
      | succ m =>
        push_cast
        rw [add_sub_cancel_right]
        positivity
    rw [hT, add_sub_cancel_left, norm_smul, Real.norm_eq_abs, abs_of_nonneg hn, mul_comm]

end ChebyshevRounding
```

```lean
#print axioms ChebyshevRounding.rounding_stability
#print axioms ChebyshevRounding.series_stability
#print axioms ChebyshevRounding.bound_attained
```

```
'ChebyshevRounding.rounding_stability' depends on axioms: [propext, Classical.choice, Quot.sound]
'ChebyshevRounding.series_stability' depends on axioms: [propext, Classical.choice, Quot.sound]
'ChebyshevRounding.bound_attained' depends on axioms: [propext, Classical.choice, Quot.sound]
```

## How the proof follows the derivation

`chebT_step` and `chebU_step` transfer the polynomial recurrences to operators. `error_formula` uses two-step induction: `hS` extends the sum by the zero term, `hterm` applies the recurrence for U, `hlast` identifies the newest error, and `module` collects the vectors.

`abs_U_le` writes x as a cosine and runs the scalar induction. `inner_aeval` shows that p(H) multiplies an eigencomponent by p(μ), first for powers and then for all polynomials. `norm_aeval_le` assumes finite dimension and sums the squared components in an orthonormal eigenbasis.

`rounding_stability` writes n as k+1+m, so that the integer index n−1−k becomes the natural number m required by `abs_U_le`; `hsum` evaluates the arithmetic sum. `series_stability` applies this bound term by term. `bound_attained` checks the explicit run and proves T_n(1)v = v by two-step induction.
